# The quasiboson RPA Hamiltonian in normal-mode form

For canonical boson pairs and a complete, normalized real solution of the RPA equations, the quasiboson Hamiltonian is a frequency-weighted sum of products of mode operators plus a constant. The constant is half the difference between the sum of the frequencies and the trace of the matrix \(A\).

The physical problem is a set of coupled particle–hole excitations of a many-electron system. \(A\) holds the excitation energies and the couplings that conserve the number of excitations; \(B\) creates or destroys excitations in pairs. When \(A\) and \(B\) are the direct-RPA matrices of a many-electron system and all frequencies are positive, the constant is the plasmon formula for the direct-RPA correlation energy, obtained here for finitely many modes with real couplings. The step from this model to electrons is the quasiboson approximation: products of fermion operators obey the boson relations only approximately, whereas here they are assumed exactly.

## Bosons, amplitudes and mode operators

Let \(i,j,k\) run over a finite set `n`, and let \(c_i,d_i\) be elements of a real associative algebra `R`. The operator \(c_i\) annihilates a quantum and \(d_i\) creates one, so \(d_i\) is the textbook \(c_i^\dagger\), although no adjoint is used.

In Lean 4 with Mathlib:

```lean
import Mathlib

open Matrix

namespace QuasibosonRPA

noncomputable section
```

`IsBosonic` says that \([c_i,d_j]=\delta_{ij}\), that the \(c_i\) commute among themselves, and that the \(d_i\) do too.

```lean
/-- Canonical boson pairs: `c i` annihilates and `d i` creates a quantum in mode `i`. -/
structure IsBosonic {n R : Type*} [DecidableEq n] [Ring R] (c d : n → R) : Prop where
  comm_cd : ∀ i j, c i * d j - d j * c i = if i = j then 1 else 0
  comm_cc : ∀ i j, c i * c j = c j * c i
  comm_dd : ∀ i j, d i * d j = d j * d i
```

With \(W=\mathrm{diag}(w_k)\), where \(w_k\) is the frequency usually written \(\omega_k\), `IsRPASolution` contains

\[
AX+BY=XW,\qquad BX+AY=-YW,\qquad (X+Y)^T(X-Y)=1 .
\]

Column \(k\) of \(X\) and \(Y\) holds the amplitudes of mode \(k\). The matrices are square, so there are as many modes as boson pairs: this is completeness. The normalization fixes the scale of the amplitudes and the orthogonality of different modes. Neither symmetry of \(A\) and \(B\) nor positivity of \(w_k\) is assumed.

```lean
/-- A complete real solution of the RPA equations with frequencies `w` and amplitudes
`X`, `Y`, normalized by `(X + Y)ᵀ (X - Y) = 1`. -/
structure IsRPASolution {n : Type*} [Fintype n] [DecidableEq n]
    (A B X Y : Matrix n n ℝ) (w : n → ℝ) : Prop where
  upper : A * X + B * Y = X * diagonal w
  lower : B * X + A * Y = -(Y * diagonal w)
  normalized : (X + Y)ᵀ * (X - Y) = 1
```

The Hamiltonian is

\[
H=\sum_{ij}A_{ij}\,d_ic_j+\tfrac12\sum_{ij}B_{ij}\,(c_ic_j+d_id_j),
\]

where `•` in the code multiplies an operator by a real number.

```lean
variable {n R : Type*} [Fintype n] [DecidableEq n] [Ring R] [Algebra ℝ R]

/-- The quasiboson Hamiltonian `∑ A_ij d_i c_j + (1/2) ∑ B_ij (c_i c_j + d_i d_j)`. -/
def hamiltonian (A B : Matrix n n ℝ) (c d : n → R) : R :=
  ∑ i, ∑ j, A i j • (d i * c j) + (1 / 2 : ℝ) • ∑ i, ∑ j, B i j • (c i * c j + d i * d j)
```

The mode operators are

\[
O_k=\sum_i(X_{ik}c_i-Y_{ik}d_i),\qquad P_k=\sum_i(X_{ik}d_i-Y_{ik}c_i),
\]

called `lowering` and `raising`. \(P_k\) is the operator often written \(O_k^\dagger\), not a momentum.

```lean
/-- The mode operator `O_k = ∑ (X_ik c_i - Y_ik d_i)`. -/
def lowering (X Y : Matrix n n ℝ) (c d : n → R) (k : n) : R :=
  ∑ i, (X i k • c i - Y i k • d i)

/-- The mode operator `P_k = ∑ (X_ik d_i - Y_ik c_i)`. -/
def raising (X Y : Matrix n n ℝ) (c d : n → R) (k : n) : R :=
  ∑ i, (X i k • d i - Y i k • c i)
```

## (a) Entries of a frequency-weighted product

Show that, for any real square matrices \(X,Y\),

\[
(XWY^T)_{ij}=\sum_k X_{ik}w_kY_{jk}.
\]

Since \(W\) is diagonal, \((XW)_{ik}=X_{ik}w_k\). Multiplying by \((Y^T)_{kj}=Y_{jk}\) and summing over \(k\) gives the claim. The code unfolds the product in the same way.

```lean
/-- The entries of `X W Yᵀ` are sums over modes weighted by the frequencies. -/
theorem mode_sum_apply (X Y : Matrix n n ℝ) (w : n → ℝ) (i j : n) :
    (X * diagonal w * Yᵀ) i j = ∑ k, X i k * w k * Y j k := by
  rw [Matrix.mul_apply]
  simp only [Matrix.mul_diagonal, Matrix.transpose_apply]
```

## (b) Recovering the couplings from the modes

Show that a complete RPA solution determines both coupling matrices:

\[
A=XWX^T+YWY^T,\qquad B=-(XWY^T+YWX^T).
\]

For square matrices a one-sided inverse is two-sided, so the normalization gives \((X-Y)(X+Y)^T=1\), and by transposition \((X+Y)(X-Y)^T=1\). Adding and subtracting the RPA equations gives

\[
(A+B)(X+Y)=(X-Y)W,\qquad (A-B)(X-Y)=(X+Y)W .
\]

Multiply on the right by \((X-Y)^T\) and \((X+Y)^T\) respectively:

\[
A+B=(X-Y)W(X-Y)^T,\qquad A-B=(X+Y)W(X+Y)^T .
\]

Half the sum is \(A\) and half the difference is \(B\). Both are therefore symmetric.

In the proof, `r1` and `r2` are the two inverse relations, `e1` and `e2` the combined RPA equations, and `s1` and `s2` the expanded formulas for \(A\pm B\). The final `linear_combination` steps take the half-sum and half-difference.

```lean
/-- A complete RPA solution determines both coupling matrices:
`A = X W Xᵀ + Y W Yᵀ` and `B = -(X W Yᵀ + Y W Xᵀ)`. -/
theorem couplings_from_modes {A B X Y : Matrix n n ℝ} {w : n → ℝ}
    (h : IsRPASolution A B X Y w) :
    A = X * diagonal w * Xᵀ + Y * diagonal w * Yᵀ ∧
      B = -(X * diagonal w * Yᵀ + Y * diagonal w * Xᵀ) := by
  -- completeness: the normalization also holds in the reverse order
  have r1 : (X - Y) * (X + Y)ᵀ = 1 := mul_eq_one_comm.mp h.normalized
  have r2 : (X + Y) * (X - Y)ᵀ = 1 := by
    have := congrArg Matrix.transpose r1
    rwa [Matrix.transpose_mul, Matrix.transpose_transpose, Matrix.transpose_one] at this
  have e1 : (A + B) * (X + Y) = (X - Y) * diagonal w := by
    calc (A + B) * (X + Y) = (A * X + B * Y) + (B * X + A * Y) := by noncomm_ring
      _ = (X - Y) * diagonal w := by rw [h.upper, h.lower]; noncomm_ring
  have e2 : (A - B) * (X - Y) = (X + Y) * diagonal w := by
    calc (A - B) * (X - Y) = (A * X + B * Y) - (B * X + A * Y) := by noncomm_ring
      _ = (X + Y) * diagonal w := by rw [h.upper, h.lower]; noncomm_ring
  have s1 : A + B = X * diagonal w * Xᵀ - X * diagonal w * Yᵀ
      - Y * diagonal w * Xᵀ + Y * diagonal w * Yᵀ := by
    calc A + B = (A + B) * (X + Y) * (X - Y)ᵀ := by rw [mul_assoc, r2, mul_one]
      _ = _ := by rw [e1, Matrix.transpose_sub]; noncomm_ring
  have s2 : A - B = X * diagonal w * Xᵀ + X * diagonal w * Yᵀ
      + Y * diagonal w * Xᵀ + Y * diagonal w * Yᵀ := by
    calc A - B = (A - B) * (X - Y) * (X + Y)ᵀ := by rw [mul_assoc, r1, mul_one]
      _ = _ := by rw [e2, Matrix.transpose_add]; noncomm_ring
  constructor
  · linear_combination (norm := module) (1 / 2 : ℝ) • s1 + (1 / 2 : ℝ) • s2
  · linear_combination (norm := module) (1 / 2 : ℝ) • s1 - (1 / 2 : ℝ) • s2
```

## (c) The constant in terms of the \(Y\) amplitudes

Show that

\[
\tfrac12\Big(\sum_k w_k-\mathrm{tr}A\Big)=-\sum_k w_k\sum_iY_{ik}^2 .
\]

The \(k\)-th diagonal entry of the normalization is \(\sum_i(X_{ik}+Y_{ik})(X_{ik}-Y_{ik})=\sum_i(X_{ik}^2-Y_{ik}^2)=1\). Hence \(\sum_kw_k=\sum_kw_k\sum_i(X_{ik}^2-Y_{ik}^2)\). By (b) and (a), \(\mathrm{tr}A=\sum_kw_k\sum_i(X_{ik}^2+Y_{ik}^2)\). Subtract and halve. The three facts are `hn`, `hw` and `hA`.

```lean
/-- For a complete RPA solution, half the difference between the sum of the frequencies and
the trace of `A` is `-∑_k w_k ∑_i Y_ik²`. -/
theorem energy_shift_eq {A B X Y : Matrix n n ℝ} {w : n → ℝ}
    (h : IsRPASolution A B X Y w) :
    (∑ k, w k - A.trace) / 2 = -∑ k, w k * ∑ i, Y i k ^ 2 := by
  have hn : ∀ k, ∑ i, (X i k ^ 2 - Y i k ^ 2) = 1 := by
    intro k
    have hk := congrFun (congrFun h.normalized k) k
    rw [Matrix.mul_apply, Matrix.one_apply_eq] at hk
    rw [← hk]
    refine Finset.sum_congr rfl fun i _ => ?_
    simp only [Matrix.transpose_apply, Matrix.add_apply, Matrix.sub_apply]
    ring
  have hA : A.trace = ∑ k, w k * ∑ i, (X i k ^ 2 + Y i k ^ 2) := by
    rw [(couplings_from_modes h).1]
    simp only [Matrix.trace, Matrix.diag_apply, Matrix.add_apply, mode_sum_apply,
      ← Finset.sum_add_distrib, Finset.mul_sum]
    rw [Finset.sum_comm]
    refine Finset.sum_congr rfl fun k _ => Finset.sum_congr rfl fun i _ => ?_
    ring
  have hw : ∑ k, w k = ∑ k, w k * ∑ i, (X i k ^ 2 - Y i k ^ 2) := by
    simp only [hn, mul_one]
  rw [hA, hw]
  simp only [Finset.sum_add_distrib, Finset.sum_sub_distrib, mul_add, mul_sub]
  ring
```

## (d) The sign of the constant

Show that, if every \(w_k\ge0\),

\[
\tfrac12\Big(\sum_k w_k-\mathrm{tr}A\Big)\le0 .
\]

By (c) the left side is minus a sum of products of nonnegative numbers.

```lean
/-- For a complete RPA solution with nonnegative frequencies, half the difference between the sum of
the frequencies and the trace of `A` is never positive. -/
theorem energy_shift_nonpos {A B X Y : Matrix n n ℝ} {w : n → ℝ}
    (h : IsRPASolution A B X Y w) (hw : ∀ k, 0 ≤ w k) :
    (∑ k, w k - A.trace) / 2 ≤ 0 := by
  rw [energy_shift_eq h]
  exact neg_nonpos.mpr (Finset.sum_nonneg fun k _ =>
    mul_nonneg (hw k) (Finset.sum_nonneg fun i _ => sq_nonneg _))
```

## (e) Normal ordering a symmetric form

Show that, for canonical bosons and a symmetric real matrix \(V\),

\[
\sum_{ij}V_{ij}\,c_id_j=\sum_{ij}V_{ij}\,d_ic_j+\mathrm{tr}V .
\]

Insert \(c_id_j=d_jc_i+\delta_{ij}\). The delta term sums to \(\mathrm{tr}V\). In the other term exchange the names \(i\) and \(j\), and use \(V_{ji}=V_{ij}\). These are the steps of the `calc` block; a number standing alone in an operator equation multiplies the identity, written `(1 : R)`.

```lean
/-- Normal ordering of a symmetric quadratic form in canonical bosons produces the trace of
its coefficient matrix. -/
theorem normal_order {c d : n → R} (hb : IsBosonic c d) {V : Matrix n n ℝ} (hV : V.IsSymm) :
    ∑ i, ∑ j, V i j • (c i * d j) = ∑ i, ∑ j, V i j • (d i * c j) + V.trace • (1 : R) := by
  calc ∑ i, ∑ j, V i j • (c i * d j)
      = ∑ i, ∑ j, (V i j • (d j * c i) + V i j • (if i = j then (1 : R) else 0)) := by
        refine Finset.sum_congr rfl fun i _ => Finset.sum_congr rfl fun j _ => ?_
        rw [← smul_add, ← hb.comm_cd i j, add_sub_cancel]
    _ = ∑ i, ∑ j, V i j • (d j * c i) + V.trace • (1 : R) := by
        simp only [Finset.sum_add_distrib, smul_ite, smul_zero, Finset.sum_ite_eq,
          Finset.mem_univ, if_true, Matrix.trace, Matrix.diag_apply, Finset.sum_smul]
    _ = _ := by
        congr 1
        rw [Finset.sum_comm]
        refine Finset.sum_congr rfl fun i _ => Finset.sum_congr rfl fun j _ => ?_
        rw [hV.apply i j]
```

## (f) Expanding the mode sum

Show that

\[
\begin{aligned}
\sum_kw_kP_kO_k=\sum_{ij}\big[&(XWX^T)_{ij}d_ic_j-(XWY^T)_{ij}d_id_j\\
&-(YWX^T)_{ij}c_ic_j+(YWY^T)_{ij}c_id_j\big].
\end{aligned}
\]

Keeping the order of the operators,

\[
P_kO_k=\sum_{ij}(X_{ik}d_i-Y_{ik}c_i)(X_{jk}c_j-Y_{jk}d_j).
\]

Multiply out the four terms, weight them by \(w_k\), sum over \(k\), and recognize the coefficients from (a). No commutation relation is needed. The code works from the right-hand side: `hswap` moves the sum over modes outside, and the summands are then compared for fixed \(k,i,j\).

```lean
/-- The mode sum `∑ w_k P_k O_k` written out in the original boson pairs. -/
theorem mode_energy_expand (X Y : Matrix n n ℝ) (w : n → ℝ) (c d : n → R) :
    ∑ k, w k • (raising X Y c d k * lowering X Y c d k) =
      ∑ i, ∑ j, ((X * diagonal w * Xᵀ) i j • (d i * c j)
        - (X * diagonal w * Yᵀ) i j • (d i * d j)
        - (Y * diagonal w * Xᵀ) i j • (c i * c j)
        + (Y * diagonal w * Yᵀ) i j • (c i * d j)) := by
  simp only [mode_sum_apply, Finset.sum_smul, ← Finset.sum_add_distrib,
    ← Finset.sum_sub_distrib]
  -- bring the sum over modes to the outside
  have hswap : ∀ f : n → n → n → R, ∑ i, ∑ j, ∑ k, f i j k = ∑ k, ∑ i, ∑ j, f i j k := by
    intro f
    rw [Finset.sum_comm (s := (Finset.univ : Finset n)) (f := fun k i => ∑ j, f i j k)]
    exact Finset.sum_congr rfl fun i _ => Finset.sum_comm
  rw [hswap]
  refine Finset.sum_congr rfl fun k _ => ?_
  rw [raising, lowering, Finset.sum_mul_sum, Finset.smul_sum]
  refine Finset.sum_congr rfl fun i _ => ?_
  rw [Finset.smul_sum]
  refine Finset.sum_congr rfl fun j _ => ?_
  simp only [sub_mul, mul_sub, smul_mul_assoc, mul_smul_comm]
  module
```

## (g) The Hamiltonian in mode form

Show that, for canonical bosons and a complete RPA solution,

\[
H=\sum_kw_kP_kO_k+\tfrac12\Big(\sum_kw_k-\mathrm{tr}A\Big).
\]

Start from (f). The matrix \(YWY^T\) is symmetric, so (e) and (b) turn the \(d_ic_j\) and \(c_id_j\) terms into

\[
\sum_{ij}A_{ij}\,d_ic_j+\mathrm{tr}(YWY^T).
\]

The matrices \(XWY^T\) and \(YWX^T\) are transposes of each other. Since the \(c_i\) commute, both give the same sum against \(c_ic_j\), and by (b)

\[
-\sum_{ij}(YWX^T)_{ij}c_ic_j=\tfrac12\sum_{ij}B_{ij}c_ic_j .
\]

The \(d_id_j\) terms behave alike. Thus \(\sum_kw_kP_kO_k=H+\mathrm{tr}(YWY^T)\). By (a) and (c), \(\mathrm{tr}(YWY^T)=\sum_kw_k\sum_iY_{ik}^2\) is minus the required constant.

In the code `hV` is the symmetry, `hE` identifies the constant, and `hs` is the transpose argument, used once for `c` and once for `d`.

The RPA equations and boson relations alone do not suffice, even when \(X\pm Y\) are invertible. Take one mode with \(A=1\), \(B=0\), \(w=1\), \(X=2\), \(Y=0\). Both RPA equations hold, but \(H=dc\), while the right side is \(4dc\). With \(c=\partial/\partial x\) and \(d\) multiplication by \(x\), the operator \(dc\) sends the polynomial \(x\) to \(x\), while \(4dc\) sends it to \(4x\).

```lean
/-- For canonical bosons and a complete RPA solution, the quasiboson Hamiltonian is
`∑ w_k P_k O_k` plus the constant `(∑ w_k - tr A) / 2`. -/
theorem hamiltonian_eq_modes {A B X Y : Matrix n n ℝ} {w : n → ℝ} {c d : n → R}
    (hb : IsBosonic c d) (h : IsRPASolution A B X Y w) :
    hamiltonian A B c d = ∑ k, w k • (raising X Y c d k * lowering X Y c d k)
      + ((∑ k, w k - A.trace) / 2) • (1 : R) := by
  have hV : (Y * diagonal w * Yᵀ).IsSymm := by
    simp [Matrix.IsSymm, Matrix.transpose_mul, Matrix.mul_assoc]
  have hE : (∑ k, w k - A.trace) / 2 = -(Y * diagonal w * Yᵀ).trace := by
    rw [energy_shift_eq h]
    simp only [Matrix.trace, Matrix.diag_apply, mode_sum_apply, Finset.mul_sum]
    rw [Finset.sum_comm]
    refine congrArg Neg.neg (Finset.sum_congr rfl fun i _ => Finset.sum_congr rfl fun k _ => ?_)
    ring
  -- pair terms only see the symmetric part of their coefficients
  have hs : ∀ u : n → R, (∀ i j, u i * u j = u j * u i) →
      ∑ i, ∑ j, (Y * diagonal w * Xᵀ) i j • (u i * u j) =
        ∑ i, ∑ j, (X * diagonal w * Yᵀ) i j • (u i * u j) := by
    intro u hu
    rw [Finset.sum_comm]
    refine Finset.sum_congr rfl fun i _ => Finset.sum_congr rfl fun j _ => ?_
    rw [hu j i, mode_sum_apply, mode_sum_apply]
    congr 1
    exact Finset.sum_congr rfl fun k _ => by ring
  rw [hE, mode_energy_expand, hamiltonian, (couplings_from_modes h).1,
    (couplings_from_modes h).2]
  simp only [Matrix.add_apply, Matrix.neg_apply, add_smul, neg_smul, smul_add,
    Finset.sum_add_distrib, Finset.sum_sub_distrib, Finset.sum_neg_distrib]
  rw [hs c hb.comm_cc, hs d hb.comm_dd, normal_order hb hV]
  module
```

## (h) The energy of the RPA vacuum

Let \(v\) satisfy \(O_kv=0\) for every \(k\). Show that

\[
Hv=\tfrac12\Big(\sum_kw_k-\mathrm{tr}A\Big)v .
\]

Apply (g) to \(v\): each \(P_kO_kv\) vanishes and the constant remains. The state space `S` is a real vector space on which `R` acts. The theorem does not supply a nonzero \(v\), nor does it say that this energy is the lowest.

```lean
/-- For canonical bosons and a complete RPA solution, a state annihilated by every `O_k`
satisfies `H v = ((∑ w_k - tr A) / 2) v`. -/
theorem vacuum_energy {S : Type*} [AddCommGroup S] [Module ℝ S] [Module R S]
    [IsScalarTower ℝ R S] {A B X Y : Matrix n n ℝ} {w : n → ℝ} {c d : n → R}
    (hb : IsBosonic c d) (h : IsRPASolution A B X Y w) (v : S)
    (hv : ∀ k, lowering X Y c d k • v = 0) :
    hamiltonian A B c d • v = ((∑ k, w k - A.trace) / 2) • v := by
  rw [hamiltonian_eq_modes hb h, add_smul, Finset.sum_smul]
  simp only [smul_assoc, mul_smul, hv, smul_zero, Finset.sum_const_zero, zero_add, one_smul]
```

## (i) Bosons acting on polynomials

Show that \(c_i=\partial/\partial x_i\) and \(d_i=x_i\,\cdot\), acting on real polynomials, are canonical boson pairs; in particular, for every polynomial \(p\),

\[
\partial_i(x_jp)-x_j\,\partial_ip=\delta_{ij}\,p .
\]

This is the product rule with \(\partial_ix_j=\delta_{ij}\). Multiplications commute, and so do partial derivatives. For the latter the code notes that \([\partial_i,\partial_j]\) is itself a derivation and sends every variable to zero, so it vanishes on all polynomials.

```lean
omit [Fintype n] in
/-- Partial derivatives and multiplications by the variables, acting on real polynomials,
are canonical boson pairs. -/
theorem isBosonic_witness :
    IsBosonic (R := Module.End ℝ (MvPolynomial n ℝ))
      (fun i => (MvPolynomial.pderiv i).toLinearMap)
      (fun i => LinearMap.mulLeft ℝ (MvPolynomial.X i)) := by
  refine ⟨fun i j => LinearMap.ext fun p => ?_, fun i j => LinearMap.ext fun p => ?_,
    fun i j => LinearMap.ext fun p => ?_⟩
  · change MvPolynomial.pderiv i (MvPolynomial.X j * p)
      - MvPolynomial.X j * MvPolynomial.pderiv i p = _
    rw [Derivation.leibniz, MvPolynomial.pderiv_X]
    rcases eq_or_ne i j with rfl | hij
    · simp
    · simp [hij, hij.symm]
  · -- the commutator of two partial derivatives is a derivation that kills every variable
    have h0 : ⁅MvPolynomial.pderiv (R := ℝ) i, MvPolynomial.pderiv j⁆ = 0 :=
      MvPolynomial.derivation_ext fun k => by
        rw [Derivation.commutator_apply]
        simp only [MvPolynomial.pderiv_X, Pi.single_apply]
        split_ifs <;> simp
    have hp := DFunLike.congr_fun h0 p
    rw [Derivation.commutator_apply] at hp
    exact sub_eq_zero.mp hp
  · change MvPolynomial.X i * (MvPolynomial.X j * p)
      = MvPolynomial.X j * (MvPolynomial.X i * p)
    ring
```

## (j) Two coupled modes

Verify that the following data form a complete RPA solution with frequencies \(2\) and \(4\):

\[
A=\begin{pmatrix}4&1\\1&5\end{pmatrix},\quad
B=\begin{pmatrix}-2&-3\\-3&1\end{pmatrix},\quad
X=\begin{pmatrix}1&\tfrac12\\-\tfrac12&1\end{pmatrix},\quad
Y=\begin{pmatrix}0&\tfrac12\\\tfrac12&0\end{pmatrix}.
\]

Direct multiplication gives

\[
AX+BY=\begin{pmatrix}2&2\\-1&4\end{pmatrix}=XW,\qquad
BX+AY=\begin{pmatrix}0&-2\\-1&0\end{pmatrix}=-YW,
\]

\[
(X+Y)^T(X-Y)=\begin{pmatrix}1&0\\1&1\end{pmatrix}\begin{pmatrix}1&0\\-1&1\end{pmatrix}=1 .
\]

The constant is \((6-9)/2=-\tfrac32\), in agreement with \(-(2\cdot\tfrac14+4\cdot\tfrac14)\) from (c). The code checks the three matrix equations entry by entry.

```lean
/-- A coupled two-mode RPA problem with frequencies 2 and 4 and nonzero `Y`. -/
theorem isRPASolution_witness :
    IsRPASolution !![4, 1; 1, 5] !![-2, -3; -3, 1]
      !![1, 1 / 2; -1 / 2, 1] !![0, 1 / 2; 1 / 2, 0] ![2, 4] := by
  refine ⟨?_, ?_, ?_⟩ <;> ext i j <;> fin_cases i <;> fin_cases j <;>
    simp [Matrix.mul_apply, Matrix.vecMul_diagonal, Fin.sum_univ_two] <;> norm_num

end

end QuasibosonRPA
```

```lean
#print axioms QuasibosonRPA.energy_shift_nonpos
#print axioms QuasibosonRPA.hamiltonian_eq_modes
#print axioms QuasibosonRPA.vacuum_energy
```

```
'QuasibosonRPA.energy_shift_nonpos' depends on axioms: [propext, Classical.choice, Quot.sound]
'QuasibosonRPA.hamiltonian_eq_modes' depends on axioms: [propext, Classical.choice, Quot.sound]
'QuasibosonRPA.vacuum_energy' depends on axioms: [propext, Classical.choice, Quot.sound]
```
